# A nonzero intermonomer overlap has minus the norm of its coupling block as an eigenvalue

The failing declaration, `exists_eigenvector`, concerns two monomers with finitely many orbitals each and a real matrix $S$ of overlaps between the orbitals of one and those of the other. The intermonomer overlap matrix has $S$ and $S^{\mathsf T}$ as its off-diagonal blocks and zeros in its diagonal blocks. The lemma says that if $S \neq 0$, this matrix has the eigenvalue $-\|S\|$, where $\|S\|$ is the operator norm for Euclidean lengths, that is, the largest singular value of $S$; the eigenvector need only be nonzero, not normalised. The proof takes a vector $v$ of length at most one that $S$ stretches as far as possible, shows that $S^{\mathsf T}S v = \|S\|^2 v$, and then checks that $(Sv, -\|S\| v)$ is an eigenvector.

In Lean, a first try:

```lean
import Mathlib

open Matrix
open scoped Matrix.Norms.L2Operator

namespace ExistsEigenvector

variable {m n : Type*} [Fintype m] [Fintype n] [DecidableEq m] [DecidableEq n]

/-- The intermonomer overlap `N`: the block `S` couples the orbitals of one monomer to those
of the other, and the diagonal blocks vanish. -/
def interOverlap (S : Matrix m n ℝ) : Matrix (m ⊕ n) (m ⊕ n) ℝ :=
  fromBlocks 0 S Sᵀ 0

omit [DecidableEq n] in
/-- The squared Euclidean length of a real coefficient vector is its dot product with itself. -/
theorem norm_sq_toLp (x : n → ℝ) : ‖WithLp.toLp 2 x‖ ^ 2 = x ⬝ᵥ x := by
  rw [EuclideanSpace.norm_sq_eq]
  simp [dotProduct, sq]

omit [DecidableEq m] in
/-- A matrix stretches a vector by at most its operator norm. -/
theorem dot_mulVec_le (A : Matrix m n ℝ) (x : n → ℝ) :
    (A *ᵥ x) ⬝ᵥ (A *ᵥ x) ≤ ‖A‖ ^ 2 * (x ⬝ᵥ x) := by
  have h : ‖WithLp.toLp 2 (A *ᵥ x)‖ ≤ ‖A‖ * ‖WithLp.toLp 2 x‖ :=
    Matrix.l2_opNorm_mulVec A (WithLp.toLp 2 x)
  rw [← norm_sq_toLp, ← norm_sq_toLp, ← mul_pow]
  exact pow_le_pow_left₀ (norm_nonneg _) h 2

omit [DecidableEq m] in
/-- Some vector of length at most one is stretched to at least the operator norm. -/
theorem norm_attained (A : Matrix m n ℝ) :
    ∃ v : n → ℝ, v ⬝ᵥ v ≤ 1 ∧ ‖A‖ ^ 2 ≤ (A *ᵥ v) ⬝ᵥ (A *ᵥ v) := by
  let f : EuclideanSpace ℝ n →L[ℝ] EuclideanSpace ℝ m :=
    LinearMap.toContinuousLinearMap (Matrix.toEuclideanLin A)
  have hA : ‖A‖ = ‖f‖ := Matrix.l2_opNorm_def A
  -- the unit ball is compact, so the stretched length has a maximum on it
  obtain ⟨v, hv, hmax⟩ := (isCompact_closedBall (0 : EuclideanSpace ℝ n) 1).exists_isMaxOn
    ⟨0, by simp⟩ f.continuous.norm.continuousOn
  have hle : ‖f‖ ≤ ‖f v‖ := ContinuousLinearMap.opNorm_le_of_unit_norm (norm_nonneg _)
    fun x hx => isMaxOn_iff.mp hmax x (by simp [hx])
  have hv1 : ‖v‖ ≤ 1 := by simpa using hv
  refine ⟨v.ofLp, ?_, ?_⟩
  · rw [← norm_sq_toLp]
    exact pow_le_one₀ (norm_nonneg _) hv1
  · rw [← norm_sq_toLp, hA]
    exact pow_le_pow_left₀ (norm_nonneg _) hle 2

/-- For a nonzero block `S`, the intermonomer overlap has the eigenvalue `-‖S‖`. -/
theorem exists_eigenvector (S : Matrix m n ℝ) (hS : S ≠ 0) :
    ∃ x : m ⊕ n → ℝ, x ≠ 0 ∧ interOverlap S *ᵥ x = (-‖S‖) • x := by
  obtain ⟨v, hv, hSv⟩ := norm_attained S
  have hs : 0 < ‖S‖ := norm_pos_iff.mpr hS
  have hT : ‖Sᵀ‖ = ‖S‖ := by
    rw [← conjTranspose_eq_transpose_of_trivial]
    exact Matrix.l2_opNorm_conjTranspose S
  -- a maximally stretched vector is a singular vector
  have hw : Sᵀ *ᵥ (S *ᵥ v) = ‖S‖ ^ 2 • v := by
    have h1 := dot_mulVec_le Sᵀ (S *ᵥ v)
    rw [hT] at h1
    have h2 : (Sᵀ *ᵥ (S *ᵥ v)) ⬝ᵥ v = (S *ᵥ v) ⬝ᵥ (S *ᵥ v) := by
      rw [Matrix.mulVec_transpose, ← Matrix.dotProduct_mulVec]
    generalize Sᵀ *ᵥ (S *ᵥ v) = u at h1 h2 ⊢
    have h3 : (u - ‖S‖ ^ 2 • v) ⬝ᵥ (u - ‖S‖ ^ 2 • v) =
        u ⬝ᵥ u - 2 * ‖S‖ ^ 2 * (u ⬝ᵥ v) + (‖S‖ ^ 2) ^ 2 * (v ⬝ᵥ v) := by
      simp only [sub_dotProduct, dotProduct_sub, smul_dotProduct, dotProduct_smul, smul_eq_mul]
      rw [dotProduct_comm v u]
      ring
    have h4 : (u - ‖S‖ ^ 2 • v) ⬝ᵥ (u - ‖S‖ ^ 2 • v) = 0 := by
      apply le_antisymm
      · rw [h3, h2]
        nlinarith [mul_le_mul_of_nonneg_left hSv (sq_nonneg ‖S‖),
          mul_le_mul_of_nonneg_left hv (sq_nonneg (‖S‖ ^ 2))]
      · rw [← norm_sq_toLp]
        positivity
    exact sub_eq_zero.mp (dotProduct_self_eq_zero.mp h4)
  refine ⟨Sum.elim (S *ᵥ v) (-(‖S‖ • v)), ?_, ?_⟩
  · intro h0
    have hz : S *ᵥ v = 0 := funext fun i => congrFun h0 (Sum.inl i)
    rw [hz, zero_dotProduct] at hSv
    exact absurd hSv (not_le_of_gt (by positivity))
  · rw [interOverlap, fromBlocks_mulVec]
    simp only [Sum.elim_comp_inl, Sum.elim_comp_inr, Matrix.zero_mulVec, zero_add, add_zero,
      Matrix.mulVec_neg, Matrix.mulVec_smul, hw]
    ext (i | i)
    · simp
    · simp only [Sum.elim_inr, Pi.smul_apply, Pi.neg_apply, smul_eq_mul]
      ring

end ExistsEigenvector
```

The compiler's answer:

```
Try this:
  [apply] ring_nf
  
  The `ring` tactic failed to close the goal. Use `ring_nf` to obtain a normal form.
    
  Note that `ring` works primarily in *commutative* rings. If you have a noncommutative ring, abelian group or module, consider using `noncomm_ring`, `abel` or `module` instead.
Main.lean:87:4: error: unsolved goals
case refine_2.inr
m : Type u_1
n : Type u_2
inst✝³ : Fintype m
inst✝² : Fintype n
inst✝¹ : DecidableEq m
inst✝ : DecidableEq n
S : Matrix m n ℝ
hS : S ≠ 0
v : n → ℝ
hv : v ⬝ᵥ v ≤ 1
hSv : ‖S‖ ^ 2 ≤ S *ᵥ v ⬝ᵥ S *ᵥ v
hs : 0 < ‖S‖
hT : ‖Sᵀ‖ = ‖S‖
hw : Sᵀ *ᵥ S *ᵥ v = ‖S‖ ^ 2 • v
i : n
⊢ (‖S‖ ^ 2 • v - ‖S‖ • 0) i = ‖S‖ ^ 2 * v i
Main.lean:83:83: warning: This simp argument is unused:
  add_zero

Hint: Omit it from the simp argument list.
  [apply] simp only [Sum.elim_comp_inl, Sum.elim_comp_inr, Matrix.zero_mulVec, zero_add, Matrix.mulVec_neg,
    Matrix.mulVec_smul, hw]

Note: This linter can be disabled with `set_option linter.unusedSimpArgs false`
```

Diagnosis. The error is in the second component of the eigenvalue equation, where the zero diagonal block acts on `-(‖S‖ • v)`. `Matrix.zero_mulVec` would turn that product into `0` at once, but `simp only` used `Matrix.mulVec_neg` and `Matrix.mulVec_smul` first, which moved the sign and the scalar outside. `Matrix.zero_mulVec` then left `-(‖S‖ • 0)`, which nothing in the list could simplify.

So `add_zero` found no zero to remove, hence the warning that it is unused. The later `simp only` has no lemma for evaluating a sum of functions at `i`, and `ring` can't see inside `(‖S‖ ^ 2 • v - ‖S‖ • 0) i`, the form in which the goal is reported. It therefore could not match this with `‖S‖ ^ 2 * v i`.

In the repair, `smul_zero` and `neg_zero` reduce the leftover term to `0`, and `add_zero` removes it. What remains is `‖S‖ ^ 2 • v`, which `Pi.smul_apply` can evaluate at `i`, and `ring` closes the goal.

This version goes through:

```diff
@@ -82,5 +82,5 @@
   · rw [interOverlap, fromBlocks_mulVec]
     simp only [Sum.elim_comp_inl, Sum.elim_comp_inr, Matrix.zero_mulVec, zero_add, add_zero,
-      Matrix.mulVec_neg, Matrix.mulVec_smul, hw]
+      Matrix.mulVec_neg, Matrix.mulVec_smul, smul_zero, neg_zero, hw]
     ext (i | i)
     · simp
```
